# Undamped Newton iteration solves the top-of-barrier charge loop from every start when the charge is differentiable, convex and nonincreasing

A charge loop that feeds its output straight back into its input can fail to settle. In a ballistic transistor the barrier energy $U$ fixes the mobile charge $N(U)$, and the charge shifts the barrier. Repeating $U\mapsto L+cN(U)$ multiplies a small error near the solution by about $cN'(U)$, so the loop oscillates away when this number is below $-1$. Newton's method uses the slope, but for a general function it too can cycle or run off. The parts below show that it does neither here, provided that $N$ has the three properties in the title and $c\ge 0$.

Here $L$ is the part of the barrier energy set by the gate and drain, with constant offsets included, and $c$ is the charging energy per unit of $N$. A nonincreasing $N$ means that a higher barrier holds no more electrons. Convexity is a condition on the band and its filling, checked in part (i) for a parabolic two-dimensional subband.

In Lean 4 with Mathlib:

```lean
import Mathlib

open Filter Topology

namespace BallisticBarrier

noncomputable section
```

The mismatch to be driven to zero is $f(U)=U-L-cN(U)$, written `residual N L c U`.

```lean
/-- Mismatch of the top-of-barrier charge loop: barrier energy `U`, minus its Laplace part `L`,
minus the charging energy `c` times the mobile charge `N U`. -/
def residual (N : ℝ → ℝ) (L c U : ℝ) : ℝ := U - L - c * N U
```

One Newton update is $T(U)=U-f(U)/f'(U)$, with the true derivative `deriv` of the whole residual. A solver that approximates this derivative runs a different iteration.

```lean
/-- One undamped Newton update of the barrier energy where the derivative of the residual is
nonzero; where `deriv` is zero, Lean's division by zero leaves `U` unchanged. -/
def newtonStep (N : ℝ → ℝ) (L c U : ℝ) : ℝ :=
  U - residual N L c U / deriv (residual N L c) U
```

The iterates are $U_0$ and $U_{n+1}=T(U_n)$, so `newtonIter N L c U₀ n` is $U_n$.

```lean
/-- The barrier energy after a given number of Newton updates from the start `U₀`. -/
def newtonIter (N : ℝ → ℝ) (L c U₀ : ℝ) : ℕ → ℝ
  | 0 => U₀
  | n + 1 => newtonStep N L c (newtonIter N L c U₀ n)
```

## (a) Tangents to the residual

Show that the residual lies below each of its tangents: for all real $U,V$,
$$f(V)\le f(U)+f'(U)(V-U).$$

**Solution.** The secant slope of a convex $N$ from $U$ to $V$ is at least $N'(U)$ if $V>U$ and at most $N'(U)$ if $V<U$. Multiplying by $V-U$ gives, in both cases, $N(V)\ge N(U)+N'(U)(V-U)$. Since $c\ge0$,
$$f(V)\le V-L-cN(U)-cN'(U)(V-U)=f(U)+(1-cN'(U))(V-U),$$
and $1-cN'(U)=f'(U)$.

In the code `hd` computes this derivative and `ht` is the tangent inequality for $N$, split by the order of $U$ and $V$.

```lean
variable {N : ℝ → ℝ} {L c : ℝ}

/-- For a differentiable convex charge and `c ≥ 0`, the residual lies below each of its
tangents. -/
theorem residual_le_tangent (hN : Differentiable ℝ N) (hconv : ConvexOn ℝ Set.univ N)
    (hc : 0 ≤ c) (U V : ℝ) :
    residual N L c V ≤ residual N L c U + deriv (residual N L c) U * (V - U) := by
  have hd : HasDerivAt (residual N L c) (1 - c * deriv N U) U :=
    ((hasDerivAt_id U).sub_const L).sub ((hN U).hasDerivAt.const_mul c)
  -- the convex charge lies above its tangent
  have ht : N U + deriv N U * (V - U) ≤ N V := by
    rcases lt_trichotomy U V with h | h | h
    · have h1 := hconv.le_slope_of_hasDerivAt (Set.mem_univ _) (Set.mem_univ _) h
        (hN U).hasDerivAt
      rw [slope_def_field, le_div_iff₀ (by linarith)] at h1
      linarith
    · subst h
      simp
    · have h1 := hconv.slope_le_of_hasDerivAt (Set.mem_univ _) (Set.mem_univ _) h
        (hN U).hasDerivAt
      rw [slope_def_field, div_le_iff₀ (by linarith)] at h1
      linarith
  rw [hd.deriv]
  unfold residual
  linarith [mul_le_mul_of_nonneg_left ht hc]
```

## (b) Growth of the residual

Show that raising the barrier raises the residual by at least as much: for $U\le V$,
$$V-U\le f(V)-f(U).$$

**Solution.** We have $f(V)-f(U)=(V-U)+c\,(N(U)-N(V))$, and the last term is nonnegative. Only `Antitone N` (nonincreasing) and $c\ge0$ are used.

```lean
/-- For a nonincreasing charge and `c ≥ 0`, raising the barrier raises the residual by at least
the same amount. -/
theorem residual_gap (hanti : Antitone N) (hc : 0 ≤ c) {U V : ℝ} (h : U ≤ V) :
    V - U ≤ residual N L c V - residual N L c U := by
  unfold residual
  linarith [mul_le_mul_of_nonneg_left (hanti h) hc]
```

## (c) A lower bound on the slope

Show that Newton's method never divides by a small number:
$$f'(U)\ge 1.$$

**Solution.** Put $V=U+1$ in (a) and (b). Then $1\le f(U+1)-f(U)\le f'(U)$. The code combines the same two inequalities.

```lean
/-- For a differentiable, convex, nonincreasing charge and `c ≥ 0`, the slope of the residual
is at least one. -/
theorem one_le_slope (hN : Differentiable ℝ N) (hconv : ConvexOn ℝ Set.univ N)
    (hanti : Antitone N) (hc : 0 ≤ c) (U : ℝ) : 1 ≤ deriv (residual N L c) U := by
  have h1 := residual_le_tangent (L := L) hN hconv hc U (U + 1)
  have h2 := residual_gap (L := L) hanti hc (show U ≤ U + 1 by linarith)
  linarith
```

## (d) One self-consistent barrier

Show that there is exactly one real $B$ with
$$f(B)=0.$$

**Solution.** Let $r=f(0)$. If $r\le0$, part (b) between $0$ and $-r$ gives $f(-r)-r\ge -r$, so $f(-r)\ge0$. If $r\ge0$, part (b) between $-r$ and $0$ gives $r-f(-r)\ge r$, so $f(-r)\le0$. Either way $f$ changes sign or vanishes between these points, and the intermediate value theorem gives a root. For two roots $U\le V$, part (b) gives $V-U\le0$, so they coincide.

The symbol `∃!` means "exactly one". Continuity of $N$ replaces differentiability here, and convexity is not needed.

```lean
/-- For a continuous nonincreasing charge and `c ≥ 0`, there is exactly one self-consistent
barrier energy. -/
theorem existsUnique_barrier (hN : Continuous N) (hanti : Antitone N) (hc : 0 ≤ c) :
    ∃! U, residual N L c U = 0 := by
  have hcont : Continuous (residual N L c) :=
    (continuous_id.sub continuous_const).sub (continuous_const.mul hN)
  -- the residual vanishes or changes sign between `0` and minus its value at `0`
  have hex : ∃ U, residual N L c U = 0 := by
    rcases le_total (residual N L c 0) 0 with h | h
    · have h1 := residual_gap (L := L) hanti hc (show 0 ≤ -residual N L c 0 by linarith)
      exact mem_range_of_exists_le_of_exists_ge hcont ⟨0, h⟩
        ⟨-residual N L c 0, by linarith⟩
    · have h1 := residual_gap (L := L) hanti hc (show -residual N L c 0 ≤ 0 by linarith)
      exact mem_range_of_exists_le_of_exists_ge hcont
        ⟨-residual N L c 0, by linarith⟩ ⟨0, h⟩
  obtain ⟨U, hU⟩ := hex
  refine ⟨U, hU, fun V hV => ?_⟩
  have hV' : residual N L c V = 0 := hV
  rcases le_total U V with h | h
  · linarith [residual_gap (L := L) hanti hc h]
  · linarith [residual_gap (L := L) hanti hc h]
```

## (e) The residual after one update

Show that one update from any $U$ lands where
$$f(T(U))\le0.$$

**Solution.** By (c) the division is legitimate, and $f'(U)(T(U)-U)=-f(U)$. This is `h0` in the code. Part (a) with $V=T(U)$ then gives $f(T(U))\le f(U)-f(U)=0$.

```lean
/-- For a differentiable, convex, nonincreasing charge and `c ≥ 0`, one Newton update from any
barrier energy gives a nonpositive residual. -/
theorem residual_newtonStep_nonpos (hN : Differentiable ℝ N) (hconv : ConvexOn ℝ Set.univ N)
    (hanti : Antitone N) (hc : 0 ≤ c) (U : ℝ) :
    residual N L c (newtonStep N L c U) ≤ 0 := by
  have hs := one_le_slope (L := L) hN hconv hanti hc U
  have hne : deriv (residual N L c) U ≠ 0 := by linarith
  have h := residual_le_tangent (L := L) hN hconv hc U (newtonStep N L c U)
  have h0 : deriv (residual N L c) U * (newtonStep N L c U - U) = -residual N L c U := by
    have h1 := mul_div_cancel₀ (residual N L c U) hne
    have h2 : deriv (residual N L c) U * (residual N L c U / deriv (residual N L c) U)
        = residual N L c U := by field_simp
    unfold newtonStep
    linear_combination -h2
  linarith
```

## (f) The direction of later steps

Show that for every $n\ge0$
$$U_{n+1}\le U_{n+2}.$$

**Solution.** By (e), $f(U_{n+1})\le0$, and by (c) the slope there is positive. Hence $U_{n+2}-U_{n+1}=-f(U_{n+1})/f'(U_{n+1})\ge0$.

The shift `n + 1` in the statement leaves out the start: if $U_0$ lies above the root, the first update goes down.

```lean
/-- For a differentiable, convex, nonincreasing charge and `c ≥ 0`, the Newton iterates are
nondecreasing from the first update onward. -/
theorem newton_monotone (hN : Differentiable ℝ N) (hconv : ConvexOn ℝ Set.univ N)
    (hanti : Antitone N) (hc : 0 ≤ c) (U₀ : ℝ) :
    Monotone (fun n => newtonIter N L c U₀ (n + 1)) := by
  refine monotone_nat_of_le_succ fun n => ?_
  change newtonIter N L c U₀ (n + 1) ≤ newtonStep N L c (newtonIter N L c U₀ (n + 1))
  have hr : residual N L c (newtonIter N L c U₀ (n + 1)) ≤ 0 :=
    residual_newtonStep_nonpos hN hconv hanti hc _
  have hs := one_le_slope (L := L) hN hconv hanti hc (newtonIter N L c U₀ (n + 1))
  have h := div_nonpos_of_nonpos_of_nonneg hr (zero_le_one.trans hs)
  unfold newtonStep
  linarith
```

## (g) A geometric error bound

Let $f(B)=0$ and $M=f'(U_1)$. Show that for every $n\ge0$
$$U_{n+1}\le B,\qquad B-U_{n+1}\le\Bigl(1-\frac1M\Bigr)^n(B-U_1).$$

**Solution.** If $U_{n+1}>B$, part (b) would give $f(U_{n+1})>0$, against (e).

For the second claim, write $x=U_{n+1}$ and $y=U_1$, so $y\le x$ by (f). If $y<x$, adding the tangent inequalities from $x$ to $y$ and from $y$ to $x$ gives $0\le(f'(y)-f'(x))(x-y)$. Thus $f'(x)\le M$, which also holds if $x=y$. Part (b) gives $-f(x)\ge B-x\ge0$, so
$$B-T(x)=B-x-\frac{-f(x)}{f'(x)}\le\Bigl(1-\frac1M\Bigr)(B-x).$$
The factor is nonnegative by (c), and induction on $n$ finishes the argument.

The code uses the same letters: `hsM` compares the slopes, `hdiv` the two quotients, and the `calc` block does the induction step.

Taking the slope at $U_0$ for $M$ would be a mistake. From a start far above the root that slope can be close to 1, and the resulting bound can already fail at $U_2$. The bound with $M=f'(U_1)$ is a guarantee, not the actual rate: close to the root the error of Newton's method shrinks faster than any geometric law with a fixed positive ratio.

In the limiting case $c=0$ the slope is 1 everywhere, the factor is zero, and $U_1=L$ is already the root.

```lean
/-- For a differentiable, convex, nonincreasing charge and `c ≥ 0`, the iterates after the first
update stay at or below the self-consistent barrier, and their error is bounded by a geometric
law with ratio `1 - 1 / M`, where `M` is the slope of the residual after the first update. -/
theorem newton_error_bound (hN : Differentiable ℝ N) (hconv : ConvexOn ℝ Set.univ N)
    (hanti : Antitone N) (hc : 0 ≤ c) (U₀ : ℝ) {B : ℝ} (hB : residual N L c B = 0) (n : ℕ) :
    newtonIter N L c U₀ (n + 1) ≤ B ∧
    B - newtonIter N L c U₀ (n + 1) ≤
      (1 - 1 / deriv (residual N L c) (newtonIter N L c U₀ 1)) ^ n *
        (B - newtonIter N L c U₀ 1) := by
  have hr : ∀ k, residual N L c (newtonIter N L c U₀ (k + 1)) ≤ 0 := fun k =>
    residual_newtonStep_nonpos hN hconv hanti hc _
  have hle : ∀ k, newtonIter N L c U₀ (k + 1) ≤ B := fun k => by
    by_contra h
    push Not at h
    linarith [residual_gap (L := L) hanti hc h.le, hr k]
  refine ⟨hle n, ?_⟩
  have hM := one_le_slope (L := L) hN hconv hanti hc (newtonIter N L c U₀ 1)
  induction n with
  | zero => simp
  | succ n ih =>
    have hx : newtonIter N L c U₀ 1 ≤ newtonIter N L c U₀ (n + 1) :=
      newton_monotone hN hconv hanti hc U₀ (Nat.zero_le n)
    have hstep : newtonIter N L c U₀ (n + 1 + 1)
        = newtonStep N L c (newtonIter N L c U₀ (n + 1)) := rfl
    have hrn := hr n
    have hgap := residual_gap (L := L) hanti hc (hle n)
    rw [hstep]
    generalize newtonIter N L c U₀ (n + 1) = x at *
    generalize newtonIter N L c U₀ 1 = y at *
    have hs := one_le_slope (L := L) hN hconv hanti hc x
    -- the slope at the later, higher barrier is no larger
    have hsM : deriv (residual N L c) x ≤ deriv (residual N L c) y := by
      rcases eq_or_lt_of_le hx with h | h
      · rw [h]
      · have h1 := residual_le_tangent (L := L) hN hconv hc x y
        have h2 := residual_le_tangent (L := L) hN hconv hc y x
        by_contra h3
        push Not at h3
        nlinarith [mul_pos (sub_pos.2 h3) (sub_pos.2 h)]
    have hdiv : (B - x) / deriv (residual N L c) y
        ≤ (-residual N L c x) / deriv (residual N L c) x := by
      rw [div_le_div_iff₀ (by linarith) (by linarith)]
      exact mul_le_mul (by linarith) hsM (by linarith) (by linarith)
    have hq : 0 ≤ 1 - 1 / deriv (residual N L c) y := by
      have := (div_le_one (by linarith : 0 < deriv (residual N L c) y)).2 hM
      linarith
    calc B - newtonStep N L c x
        ≤ (1 - 1 / deriv (residual N L c) y) * (B - x) := by
          rw [neg_div] at hdiv
          have he : (1 - 1 / deriv (residual N L c) y) * (B - x)
              = (B - x) - (B - x) / deriv (residual N L c) y := by ring
          rw [he]
          unfold newtonStep
          linarith
      _ ≤ (1 - 1 / deriv (residual N L c) y) *
            ((1 - 1 / deriv (residual N L c) y) ^ n * (B - y)) :=
          mul_le_mul_of_nonneg_left ih hq
      _ = (1 - 1 / deriv (residual N L c) y) ^ (n + 1) * (B - y) := by ring
```

## (h) Convergence from every start

Show that there is a root $B$ of $f$, the same for all starts, such that for every real $U_0$
$$\lim_{n\to\infty}U_n=B,$$
with the iterates nondecreasing from $U_1$ onward.

**Solution.** Take $B$ from (d). Since $M\ge1$, we have $0\le1-1/M<1$, so the bound in (g) tends to zero and squeezes $U_{n+1}$ against $B$. Part (f) gives the monotonicity.

In the statement $B$ is chosen before `U₀`, so it cannot depend on the start; the error bound in (g), through $M$ and $U_1$, may. `Tendsto` with `atTop` and `𝓝 B` is the limit, and `tendsto_add_atTop_iff_nat` removes the index shift.

```lean
/-- For a differentiable, convex, nonincreasing charge and `c ≥ 0`, undamped Newton iteration
converges from every start to one and the same self-consistent barrier energy, and is
nondecreasing after its first step. -/
theorem newton_converges (hN : Differentiable ℝ N) (hconv : ConvexOn ℝ Set.univ N)
    (hanti : Antitone N) (hc : 0 ≤ c) :
    ∃ B, residual N L c B = 0 ∧ ∀ U₀,
      Tendsto (newtonIter N L c U₀) atTop (𝓝 B) ∧
      Monotone (fun n => newtonIter N L c U₀ (n + 1)) := by
  obtain ⟨B, hB, -⟩ := existsUnique_barrier (L := L) hN.continuous hanti hc
  refine ⟨B, hB, fun U₀ => ⟨?_, newton_monotone hN hconv hanti hc U₀⟩⟩
  have hb := newton_error_bound hN hconv hanti hc U₀ hB
  have hM := one_le_slope (L := L) hN hconv hanti hc (newtonIter N L c U₀ 1)
  have hM0 : 0 < deriv (residual N L c) (newtonIter N L c U₀ 1) := by linarith
  have h1 := (div_le_one hM0).2 hM
  have h2 := one_div_pos.2 hM0
  -- squeeze the iterates between the geometric bound and the root
  have hp := ((tendsto_pow_atTop_nhds_zero_of_lt_one (sub_nonneg.2 h1)
    (by linarith)).mul_const (B - newtonIter N L c U₀ 1)).const_sub B
  rw [zero_mul, sub_zero] at hp
  exact (tendsto_add_atTop_iff_nat 1).1
    (tendsto_of_tendsto_of_tendsto_of_le_of_le hp tendsto_const_nhds
      (fun n => by linarith [(hb n).2]) (fun n => (hb n).1))
```

## (i) Filling of a two-dimensional subband

A contact with chemical potential $\mu$ and thermal energy $kT$ fills a parabolic two-dimensional subband with edge $U$ in proportion to $\ell_\mu(U)=\log(1+e^{(\mu-U)/kT})$.

```lean
/-- For `kT > 0`, the filling of a parabolic two-dimensional subband with edge `U` by a contact with
chemical potential `μ` and thermal energy `kT`, in units of the effective density of states. -/
def contactFilling (kT μ U : ℝ) : ℝ := Real.log (1 + Real.exp ((μ - U) / kT))
```

Show that for $kT>0$ this function is differentiable and that, for $0\le t\le1$,
$$\ell_\mu((1-t)U+tV)\le(1-t)\ell_\mu(U)+t\,\ell_\mu(V),\qquad \ell_\mu(V)\le\ell_\mu(U)\ \text{ if } U\le V.$$

**Solution.** The chain rule gives
$$\ell_\mu'(U)=\frac1{kT}\Bigl(\frac1{1+e^{(\mu-U)/kT}}-1\Bigr).$$
As $U$ rises the exponential falls, so $\ell_\mu'$ rises and $\ell_\mu$ is convex. The logarithm of a falling quantity falls, which gives the second inequality. In the code `hd` is the derivative, and `gcongr` carries out the comparisons.

```lean
/-- At positive temperature the contact filling is differentiable, convex and nonincreasing in
the barrier energy. -/
theorem contactFilling_regular {kT : ℝ} (hT : 0 < kT) (μ : ℝ) :
    Differentiable ℝ (contactFilling kT μ) ∧ ConvexOn ℝ Set.univ (contactFilling kT μ) ∧
      Antitone (contactFilling kT μ) := by
  have hd : ∀ U, HasDerivAt (contactFilling kT μ)
      (((1 + Real.exp ((μ - U) / kT))⁻¹ - 1) / kT) U := fun U => by
    have hne : 1 + Real.exp ((μ - U) / kT) ≠ 0 := by positivity
    have h1 : HasDerivAt (fun V : ℝ => (μ - V) / kT) (-1 / kT) U :=
      ((hasDerivAt_id U).const_sub μ).div_const kT
    refine ((h1.exp.const_add 1).log hne).congr_deriv ?_
    rw [div_eq_iff hne]
    linear_combination (-(1 / kT)) * inv_mul_cancel₀ hne
  have hdiff : Differentiable ℝ (contactFilling kT μ) := fun U => (hd U).differentiableAt
  refine ⟨hdiff, Monotone.convexOn_univ_of_deriv hdiff fun a b hab => ?_, fun a b hab => ?_⟩
  · rw [(hd a).deriv, (hd b).deriv]
    gcongr
  · unfold contactFilling
    exact Real.log_le_log (by positivity) (by gcongr)
```

## (j) The ballistic transistor at any drain bias

Source and drain, with chemical potentials $\mu_S$ and $\mu_D$, each fill half of the states at the barrier top. With a density prefactor $A\ge0$, $c\ge0$ and $kT>0$, show that there is a $B$ with
$$B=L+cA\,[\ell_{\mu_S}(B)+\ell_{\mu_D}(B)]$$
to which the Newton iterates converge from every start.

**Solution.** Sums and nonnegative multiples preserve the three properties from (i). Part (h) therefore applies to $N=A(\ell_{\mu_S}+\ell_{\mu_D})$.

For simulation practice, this one-variable loop for a single parabolic two-dimensional subband needs neither damping nor a bias-dependent starting guess. The model has one barrier energy, a prescribed $L$, no scattering and no rounding of the iterates. The theorem does not cover a parabolic one-dimensional subband: as $U$ falls far below the chemical potentials, its charge grows only like the square root of the depth, so it is not convex over all $U$.

```lean
/-- Undamped Newton iteration solves the charge loop of a ballistic transistor with one parabolic
two-dimensional subband from every start, for any source and drain chemical potentials, at positive
temperature, with nonnegative density prefactor `A` and charging energy `c`. -/
theorem ballistic_transistor_converges {kT A : ℝ} (hT : 0 < kT) (hA : 0 ≤ A) (hc : 0 ≤ c)
    (μS μD : ℝ) :
    ∃ B, residual (fun U => A * (contactFilling kT μS U + contactFilling kT μD U)) L c B = 0 ∧
      ∀ U₀, Tendsto (newtonIter
        (fun U => A * (contactFilling kT μS U + contactFilling kT μD U)) L c U₀)
        atTop (𝓝 B) := by
  obtain ⟨dS, cS, aS⟩ := contactFilling_regular hT μS
  obtain ⟨dD, cD, aD⟩ := contactFilling_regular hT μD
  obtain ⟨B, hB, h⟩ := newton_converges (L := L) (c := c)
    (N := fun U => A * (contactFilling kT μS U + contactFilling kT μD U))
    ((dS.add dD).const_mul A) ((cS.add cD).smul hA)
    (fun a b hab => mul_le_mul_of_nonneg_left (add_le_add (aS hab) (aD hab)) hA) hc
  exact ⟨B, hB, fun U₀ => (h U₀).1⟩

end

end BallisticBarrier
```

```lean
#print axioms BallisticBarrier.newton_converges
#print axioms BallisticBarrier.ballistic_transistor_converges
```

```
'BallisticBarrier.newton_converges' depends on axioms: [propext, Classical.choice, Quot.sound]
'BallisticBarrier.ballistic_transistor_converges' depends on axioms: [propext, Classical.choice, Quot.sound]
```
